# A z-vector removes the amplitude derivatives from an EOM excitation-energy gradient

Take one amplitude $t$, one external parameter $x$, and

$$M(x,t)=\begin{pmatrix} t & 1\\ 0 & 0\end{pmatrix},\qquad F(x,t)=t-x .$$

The amplitude equation $F=0$ gives $t(x)=x$, and $R=(1,0)$ is a right eigenvector of $M$ with eigenvalue $w(x)=x$, so $w'=1$. Yet $M$ has no explicit dependence on $x$: the whole gradient comes through the amplitude. At $x=1$ the left eigenvector with $L\cdot R=1$ is $L=(1,1)$, and $\xi=L(\partial M/\partial t)R=1$. Solving $z\,\partial F/\partial t=-\xi$ gives $z=-1$, and $z\,\partial F/\partial x=(-1)(-1)=1$ is the right answer, found without differentiating $t(x)$.

In equation-of-motion (EOM) coupled-cluster theory I would like to use this for any finite real matrix $M$ and amplitude residual $F$: if $z$ solves $zF_t=-\xi$, then $w'=LM_xR+z\cdot F_x$. Can this be made rigorous and machine-checked, including the differentiability of $w$, and what must be assumed about the eigenvector?

## Eliminating the amplitude response by hand

Yes. For differentiable $M$, $F$ and $t$, it is enough that the right eigenvector is continuous at the point of interest and that some left eigenvector there, with the same eigenvalue, has a nonzero product with it. The differentiability of $w$ then follows. Continuity alone is not enough: the matrix with rows $(0,1)$ and $(x^2,0)$ has the continuous right eigenvector $(1,|x|)$ with eigenvalue $|x|$, and at $x=0$ its left eigenvectors are all orthogonal to $(1,0)$.

Let $t(x)$ be the vector of amplitudes, with components $t_k$, and write $A(x)=M(x,t(x))$. Near $x_0$ we have $A(x)R(x)=w(x)R(x)$ and $F(x,t(x))=0$. At $x_0$ a fixed row vector $L$ satisfies $LA(x_0)=w(x_0)L$ and $L\cdot R(x_0)=1$. Subscripts $x$ and $t$ denote partial derivatives at $(x_0,t(x_0))$, and primes denote total derivatives at $x_0$.

**The eigenvalue.** Project the eigenvalue equation at $x$ on the left eigenvector at $x_0$:

$$L\,[A(x)-A(x_0)]\,R(x)=[w(x)-w(x_0)]\;L\cdot R(x).$$

By continuity $L\cdot R(x)$ is nonzero near $x_0$, so we may divide by it, and then by $x-x_0$:

$$\frac{w(x)-w(x_0)}{x-x_0}=\frac{1}{L\cdot R(x)}\;L\,\frac{A(x)-A(x_0)}{x-x_0}\,R(x).$$

As $x\to x_0$ the right side tends to $LA'R$, with $R=R(x_0)$. Hence $w'$ exists and equals $LA'R$, a Hellmann–Feynman formula for a matrix that need not be symmetric. No derivative of $R$ has appeared.

**The chain rule.** Since $A'=M_x+\sum_k t'_k\,\partial M/\partial t_k$, setting $\xi_k=L(\partial M/\partial t_k)R$ gives

$$w'=LM_xR+\xi\cdot t'.$$

**The amplitudes.** Differentiating $F(x,t(x))=0$ gives $F_x+F_t\,t'=0$. Contract this with $z$ and use $zF_t=-\xi$:

$$0=z\cdot F_x+(zF_t)\cdot t'=z\cdot F_x-\xi\cdot t'.$$

So $\xi\cdot t'=z\cdot F_x$, and therefore

$$w'=LM_xR+z\cdot F_x .$$

The derivation still assumes that $t(x)$ is differentiable, but the value of $t'$ is not needed. In a gradient calculation with a finite real EOM matrix, the equation for $z$ contains no derivative with respect to $x$, so for a simple eigenvalue one solution serves every nuclear coordinate when the one-parameter formula is applied to each in turn. At a degeneracy the eigenvectors $R$ and $L$, and with them $\xi$, can differ from one coordinate to the next.

## What `eom_gradient` assumes and concludes

The index types `n`, `ι` and `κ` label the EOM basis, the amplitudes and the residual equations. All are finite. The numbers of amplitudes and equations may differ in the main theorem.

A point `q : ℝ × (ι → ℝ)` is a pair $(x,t)$. The definitions `partialX` and `partialT` are Fréchet derivatives applied to coordinate directions. From them come `matrixX` for $M_x$, `matrixT` for $\partial M/\partial t_k$, `residualX` for $F_x$, `jacobian` for $F_t$ and `xi` for $\xi$. The notation `*ᵥ` is a matrix acting on a column, `ᵥ*` a row acting on a matrix, and `⬝ᵥ` the real dot product.

The hypotheses have these meanings:

- `hM` and `hF`: every entry of $M$ and $F$ is differentiable jointly in $(x,t)$ at $(x_0,t(x_0))$.
- `ht` and `hR`: $t$ is differentiable and $R$ is continuous at $x_0$.
- `hEig` and `hamp`: the eigenvalue and amplitude equations hold for all $x$ close enough to $x_0$, which `∀ᶠ x in 𝓝 x0` expresses.
- `hL` and `hLR`: $L$ is a left eigenvector at $x_0$, normalised against $R(x_0)$.
- `hz`: $z$ solves $zF_t=-\xi$.

The conclusion, a `HasDerivAt` statement, says that $w$ is differentiable at $x_0$ with derivative $LM_xR+z\cdot F_x$.

The condition on $z$ says that a linear equation with the transposed amplitude Jacobian is solvable. The main theorem assumes such a $z$; `zvector_existsUnique` supplies exactly one when the Jacobian is square and invertible, which physically means that the amplitudes have a well-defined linear response.

The matrix $M$ and residual $F$ are arbitrary functions here, not built from a molecular Hamiltonian. Any change of the orbitals with $x$ has to be contained in them. The existence of the branches $t(x)$ and $R(x)$ is assumed, and complex eigenvalues and infinite bases are not treated. If $w$ is an excitation energy, the gradient of the total excited-state energy also needs the ground-state gradient.

In Lean 4 with Mathlib:

```lean
import Mathlib

open Matrix Filter Topology

namespace EOMGradient

noncomputable section

variable {n ι κ : Type*} [Fintype n] [Fintype ι] [DecidableEq ι] [Fintype κ]

/-- Partial derivative with respect to the external parameter, at fixed amplitudes. -/
def partialX (f : ℝ × (ι → ℝ) → ℝ) (p : ℝ × (ι → ℝ)) : ℝ :=
  fderiv ℝ f p (1, 0)

/-- Partial derivative with respect to the amplitude `t k`, at fixed external parameter. -/
def partialT (f : ℝ × (ι → ℝ) → ℝ) (p : ℝ × (ι → ℝ)) (k : ι) : ℝ :=
  fderiv ℝ f p (0, Pi.single k 1)

/-- The explicit parameter derivative `M_x` of the EOM matrix. -/
def matrixX (M : ℝ × (ι → ℝ) → Matrix n n ℝ) (p : ℝ × (ι → ℝ)) : Matrix n n ℝ :=
  fun i j => partialX (fun q => M q i j) p

/-- The derivative of the EOM matrix with respect to the amplitude `t k`. -/
def matrixT (M : ℝ × (ι → ℝ) → Matrix n n ℝ) (p : ℝ × (ι → ℝ)) (k : ι) : Matrix n n ℝ :=
  fun i j => partialT (fun q => M q i j) p k

/-- The explicit parameter derivative `F_x` of the amplitude residual. -/
def residualX (F : ℝ × (ι → ℝ) → κ → ℝ) (p : ℝ × (ι → ℝ)) : κ → ℝ :=
  fun a => partialX (fun q => F q a) p

/-- The Jacobian `F_t` of the amplitude residual with respect to the amplitudes. -/
def jacobian (F : ℝ × (ι → ℝ) → κ → ℝ) (p : ℝ × (ι → ℝ)) : Matrix κ ι ℝ :=
  fun a k => partialT (fun q => F q a) p k

/-- The vector `ξ k = L (∂M/∂t k) R`. -/
def xi (M : ℝ × (ι → ℝ) → Matrix n n ℝ) (L r : n → ℝ) (p : ℝ × (ι → ℝ)) : ι → ℝ :=
  fun k => L ⬝ᵥ matrixT M p k *ᵥ r

/-- The total derivative along `(x, t x)` is the explicit part plus the amplitude response. -/
theorem total_derivative {f : ℝ × (ι → ℝ) → ℝ} {t : ℝ → ι → ℝ} {t' : ι → ℝ} {x0 : ℝ}
    (hf : DifferentiableAt ℝ f (x0, t x0)) (ht : HasDerivAt t t' x0) :
    HasDerivAt (fun x => f (x, t x))
      (partialX f (x0, t x0) + ∑ k, partialT f (x0, t x0) k * t' k) x0 := by
  have hc : HasDerivAt (fun x => (x, t x)) ((1 : ℝ), t') x0 := (hasDerivAt_id' x0).prodMk ht
  have h : HasDerivAt (f ∘ fun x => (x, t x)) (fderiv ℝ f (x0, t x0) (1, t')) x0 :=
    HasFDerivAt.comp_hasDerivAt x0 hf.hasFDerivAt hc
  -- resolve the direction of motion into coordinate directions
  have hv : ((1 : ℝ), t') =
      ((1 : ℝ), (0 : ι → ℝ)) + ∑ k, t' k • ((0 : ℝ), (Pi.single k 1 : ι → ℝ)) := by
    refine Prod.ext ?_ ?_
    · simp [Prod.fst_sum]
    · ext j
      simp [Prod.snd_sum, Finset.sum_apply, Pi.single_apply]
  refine HasDerivAt.congr_deriv h ?_
  rw [hv, map_add, map_sum]
  refine congrArg₂ (· + ·) rfl (Finset.sum_congr rfl fun k _ => ?_)
  rw [map_smul, smul_eq_mul, mul_comm]
  rfl

/-- If `a` vanishes at `x0` and is differentiable there, then `a * g` is differentiable at `x0`
for every `g` continuous at `x0`. -/
theorem hasDerivAt_mul_of_zero {a g : ℝ → ℝ} {a' x0 : ℝ} (ha : HasDerivAt a a' x0)
    (h0 : a x0 = 0) (hg : ContinuousAt g x0) :
    HasDerivAt (fun x => a x * g x) (a' * g x0) x0 := by
  rw [hasDerivAt_iff_tendsto_slope] at ha ⊢
  have h := ha.mul (hg.tendsto.mono_left nhdsWithin_le_nhds)
  refine h.congr (fun x => ?_)
  simp only [slope_def_field, h0, zero_mul, sub_zero]
  ring

/-- Hellmann–Feynman formula for a real, possibly non-symmetric matrix: the eigenvalue has
derivative `L A' R`, for a right eigenvector that is merely continuous. -/
theorem hellmann_feynman {A : ℝ → Matrix n n ℝ} {A' : Matrix n n ℝ} {R : ℝ → n → ℝ}
    {w : ℝ → ℝ} {L : n → ℝ} {x0 : ℝ}
    (hA : ∀ i j, HasDerivAt (fun x => A x i j) (A' i j) x0) (hR : ContinuousAt R x0)
    (hEig : ∀ᶠ x in 𝓝 x0, A x *ᵥ R x = w x • R x)
    (hL : L ᵥ* A x0 = w x0 • L) (hLR : L ⬝ᵥ R x0 = 1) :
    HasDerivAt w (L ⬝ᵥ A' *ᵥ R x0) x0 := by
  have hRj : ∀ j, ContinuousAt (fun x => R x j) x0 := fun j => (continuousAt_pi.1 hR) j
  have hcl : Continuous (fun r : n → ℝ => L ⬝ᵥ r) := by
    simp only [dotProduct]
    fun_prop
  have hc : ContinuousAt (fun x => L ⬝ᵥ R x) x0 := hcl.continuousAt.comp hR
  have hne : ∀ᶠ x in 𝓝 x0, L ⬝ᵥ R x ≠ 0 := hc.eventually_ne (by simp [hLR])
  have hb : ∀ (B : Matrix n n ℝ) (v : n → ℝ) (d : ℝ),
      ∑ i, ∑ j, B i j * (L i * v j / d) = (L ⬝ᵥ B *ᵥ v) / d := by
    intro B v d
    simp only [dotProduct, Matrix.mulVec, Finset.mul_sum, Finset.sum_div]
    exact Finset.sum_congr rfl fun i _ => Finset.sum_congr rfl fun j _ => by ring
  have hs : HasDerivAt
      (fun x => w x0 + ∑ i, ∑ j, (A x i j - A x0 i j) * (L i * R x j / (L ⬝ᵥ R x)))
      (∑ i, ∑ j, A' i j * (L i * R x0 j / (L ⬝ᵥ R x0))) x0 := by
    refine HasDerivAt.const_add _
      (HasDerivAt.fun_sum fun i _ => HasDerivAt.fun_sum fun j _ => ?_)
    exact hasDerivAt_mul_of_zero ((hA i j).sub_const _) (sub_self _)
      ((continuousAt_const.mul (hRj j)).div hc (by simp [hLR]))
  refine (hs.congr_of_eventuallyEq ?_).congr_deriv ?_
  · filter_upwards [hEig, hne] with x hx hn
    -- project the eigenvalue equation at x on the left eigenvector at x0
    have key : L ⬝ᵥ (A x - A x0) *ᵥ R x = (w x - w x0) * (L ⬝ᵥ R x) := by
      rw [Matrix.sub_mulVec, dotProduct_sub, hx, Matrix.dotProduct_mulVec L (A x0), hL,
        dotProduct_smul, smul_dotProduct]
      simp only [smul_eq_mul]
      ring
    have h := hb (A x - A x0) (R x) (L ⬝ᵥ R x)
    simp only [Matrix.sub_apply] at h
    rw [h, key, mul_div_cancel_right₀ _ hn]
    ring
  · rw [hb, hLR, div_one]

omit [Fintype κ] in
/-- Differentiating the amplitude equations gives the linear response equation
`F_x + F_t t' = 0`. -/
theorem amplitude_response {F : ℝ × (ι → ℝ) → κ → ℝ} {t : ℝ → ι → ℝ} {t' : ι → ℝ} {x0 : ℝ}
    (hF : ∀ a, DifferentiableAt ℝ (fun q => F q a) (x0, t x0)) (ht : HasDerivAt t t' x0)
    (hamp : ∀ᶠ x in 𝓝 x0, F (x, t x) = 0) :
    residualX F (x0, t x0) + jacobian F (x0, t x0) *ᵥ t' = 0 := by
  ext a
  have h0 : HasDerivAt (fun x => F (x, t x) a) 0 x0 :=
    (hasDerivAt_const x0 (0 : ℝ)).congr_of_eventuallyEq (hamp.mono fun x hx => by simp [hx])
  exact (total_derivative (hF a) ht).unique h0

/-- The excitation-energy gradient with explicit amplitude response:
`w' = L M_x R + ξ · t'`. -/
theorem gradient_with_response {M : ℝ × (ι → ℝ) → Matrix n n ℝ} {t : ℝ → ι → ℝ} {t' : ι → ℝ}
    {R : ℝ → n → ℝ} {w : ℝ → ℝ} {L : n → ℝ} {x0 : ℝ}
    (hM : ∀ i j, DifferentiableAt ℝ (fun q => M q i j) (x0, t x0))
    (ht : HasDerivAt t t' x0) (hR : ContinuousAt R x0)
    (hEig : ∀ᶠ x in 𝓝 x0, M (x, t x) *ᵥ R x = w x • R x)
    (hL : L ᵥ* M (x0, t x0) = w x0 • L) (hLR : L ⬝ᵥ R x0 = 1) :
    HasDerivAt w (L ⬝ᵥ matrixX M (x0, t x0) *ᵥ R x0 + xi M L (R x0) (x0, t x0) ⬝ᵥ t') x0 := by
  have hA : ∀ i j, HasDerivAt (fun x => M (x, t x) i j)
      ((matrixX M (x0, t x0) + ∑ k, t' k • matrixT M (x0, t x0) k) i j) x0 := fun i j =>
    (total_derivative (hM i j) ht).congr_deriv (by
      simp [matrixX, matrixT, Matrix.sum_apply, mul_comm])
  have hsum : ∀ s : Finset ι, L ⬝ᵥ (∑ k ∈ s, t' k • matrixT M (x0, t x0) k) *ᵥ R x0 =
      ∑ k ∈ s, xi M L (R x0) (x0, t x0) k * t' k := by
    intro s
    induction s using Finset.induction_on with
    | empty => simp
    | insert a s ha ih =>
      rw [Finset.sum_insert ha, Finset.sum_insert ha, Matrix.add_mulVec, dotProduct_add, ih,
        Matrix.smul_mulVec, dotProduct_smul, smul_eq_mul, mul_comm]
      rfl
  refine (hellmann_feynman (A := fun x => M (x, t x)) hA hR hEig hL hLR).congr_deriv ?_
  rw [Matrix.add_mulVec, dotProduct_add, hsum]
  rfl

/-- Z-vector form of the EOM excitation-energy gradient: `w' = L M_x R + z · F_x`,
with no derivative of the amplitudes or of the eigenvector. -/
theorem eom_gradient {M : ℝ × (ι → ℝ) → Matrix n n ℝ} {F : ℝ × (ι → ℝ) → κ → ℝ}
    {t : ℝ → ι → ℝ} {R : ℝ → n → ℝ} {w : ℝ → ℝ} {L : n → ℝ} {z : κ → ℝ} {x0 : ℝ}
    (hM : ∀ i j, DifferentiableAt ℝ (fun q => M q i j) (x0, t x0))
    (hF : ∀ a, DifferentiableAt ℝ (fun q => F q a) (x0, t x0))
    (ht : DifferentiableAt ℝ t x0) (hR : ContinuousAt R x0)
    (hEig : ∀ᶠ x in 𝓝 x0, M (x, t x) *ᵥ R x = w x • R x)
    (hamp : ∀ᶠ x in 𝓝 x0, F (x, t x) = 0)
    (hL : L ᵥ* M (x0, t x0) = w x0 • L) (hLR : L ⬝ᵥ R x0 = 1)
    (hz : z ᵥ* jacobian F (x0, t x0) = -xi M L (R x0) (x0, t x0)) :
    HasDerivAt w (L ⬝ᵥ matrixX M (x0, t x0) *ᵥ R x0 + z ⬝ᵥ residualX F (x0, t x0)) x0 := by
  refine (gradient_with_response hM ht.hasDerivAt hR hEig hL hLR).congr_deriv ?_
  -- contract the response equation with z to eliminate t'
  have e := congrArg (fun v => z ⬝ᵥ v) (amplitude_response hF ht.hasDerivAt hamp)
  simp only [dotProduct_add, dotProduct_zero] at e
  rw [Matrix.dotProduct_mulVec, hz, neg_dotProduct] at e
  linarith

/-- For an invertible amplitude Jacobian `J`, the equation `z J = -ξ` has exactly one solution. -/
theorem zvector_existsUnique (J : Matrix ι ι ℝ) (hJ : IsUnit J.det) (ξ : ι → ℝ) :
    ∃! z : ι → ℝ, z ᵥ* J = -ξ := by
  refine ⟨(-ξ) ᵥ* J⁻¹, ?_, fun y hy => ?_⟩
  · show ((-ξ) ᵥ* J⁻¹) ᵥ* J = -ξ
    rw [Matrix.vecMul_vecMul, Matrix.nonsing_inv_mul _ hJ, Matrix.vecMul_one]
  · have hy' : y ᵥ* J = -ξ := hy
    rw [← hy', Matrix.vecMul_vecMul, Matrix.mul_nonsing_inv _ hJ, Matrix.vecMul_one]

/-- A non-symmetric two-state model matrix depending on a single amplitude. -/
def modelM (q : ℝ × (Fin 1 → ℝ)) : Matrix (Fin 2) (Fin 2) ℝ := !![q.2 0, 1; 0, 0]

/-- The model amplitude residual `t - x`. -/
def modelF (q : ℝ × (Fin 1 → ℝ)) : Fin 1 → ℝ := fun _ => q.2 0 - q.1

/-- The model with `t(x) = x`, `w(x) = x`, `R = (1,0)`, `L = (1,1)` and `z = -1` satisfies, at `x =
1`, the hypotheses of `eom_gradient` other than the differentiability of `t` and the continuity of
`R`, and there `M_x = 0`. -/
theorem eom_gradient_witness :
    (∀ i j, DifferentiableAt ℝ (fun q => modelM q i j) (1, fun _ => 1)) ∧
    (∀ a, DifferentiableAt ℝ (fun q => modelF q a) (1, fun _ => 1)) ∧
    (∀ x : ℝ, modelM (x, fun _ => x) *ᵥ ![1, 0] = x • ![1, 0]) ∧
    (∀ x : ℝ, modelF (x, fun _ => x) = 0) ∧
    ![1, 1] ᵥ* modelM (1, fun _ => 1) = (1 : ℝ) • ![1, 1] ∧
    (![1, 1] : Fin 2 → ℝ) ⬝ᵥ ![1, 0] = 1 ∧
    ![-1] ᵥ* jacobian modelF (1, fun _ => 1) =
      -xi modelM ![1, 1] ![1, 0] (1, fun _ => 1) ∧
    matrixX modelM (1, fun _ => 1) = 0 := by
  let T : ℝ × (Fin 1 → ℝ) →L[ℝ] ℝ :=
    (ContinuousLinearMap.proj (R := ℝ) (φ := fun _ : Fin 1 => ℝ) 0).comp
      (ContinuousLinearMap.snd ℝ ℝ (Fin 1 → ℝ))
  have h1 : ∀ p v, fderiv ℝ (fun q : ℝ × (Fin 1 → ℝ) => q.2 0) p v = v.2 0 := fun p v => by
    have h : HasFDerivAt (fun q : ℝ × (Fin 1 → ℝ) => q.2 0) T p := T.hasFDerivAt
    rw [h.fderiv]
    rfl
  have h2 : ∀ p v, fderiv ℝ (fun q : ℝ × (Fin 1 → ℝ) => q.2 0 - q.1) p v = v.2 0 - v.1 :=
    fun p v => by
      have h : HasFDerivAt (fun q : ℝ × (Fin 1 → ℝ) => q.2 0 - q.1)
          (T - ContinuousLinearMap.fst ℝ ℝ (Fin 1 → ℝ)) p :=
        (T - ContinuousLinearMap.fst ℝ ℝ (Fin 1 → ℝ)).hasFDerivAt
      rw [h.fderiv]
      rfl
  have h0 : ∀ (c : ℝ) (p v : ℝ × (Fin 1 → ℝ)),
      fderiv ℝ (fun _ : ℝ × (Fin 1 → ℝ) => c) p v = 0 := fun c p v => by simp
  have hJ : jacobian modelF (1, fun _ => 1) 0 0 = 1 := (h2 _ _).trans (by simp)
  have hT : matrixT modelM (1, fun _ => 1) 0 = !![1, 0; 0, 0] := by
    ext i j
    fin_cases i <;> fin_cases j
    · exact (h1 _ _).trans (by simp)
    · exact h0 1 _ _
    · exact h0 0 _ _
    · exact h0 0 _ _
  refine ⟨fun i j => ?_, fun a => ?_, fun x => ?_, fun x => ?_, ?_, ?_, ?_, ?_⟩
  · fin_cases i <;> fin_cases j
    · exact T.differentiableAt
    · exact differentiableAt_const (1 : ℝ)
    · exact differentiableAt_const (0 : ℝ)
    · exact differentiableAt_const (0 : ℝ)
  · exact (T - ContinuousLinearMap.fst ℝ ℝ (Fin 1 → ℝ)).differentiableAt
  · ext i
    fin_cases i <;> simp [modelM, Matrix.mulVec, dotProduct, Fin.sum_univ_succ]
  · ext a
    simp [modelF]
  · ext i
    fin_cases i <;> simp [modelM, Matrix.vecMul, dotProduct, Fin.sum_univ_succ]
  · simp [dotProduct, Fin.sum_univ_succ]
  · ext k
    obtain rfl : k = 0 := Subsingleton.elim _ _
    simp [xi, hT, hJ, Matrix.vecMul, Matrix.mulVec, dotProduct, Fin.sum_univ_succ]
  · ext i j
    fin_cases i <;> fin_cases j
    · exact (h1 _ _).trans (by simp)
    · exact h0 1 _ _
    · exact h0 0 _ _
    · exact h0 0 _ _

end

end EOMGradient
```

```lean
#print axioms EOMGradient.eom_gradient
#print axioms EOMGradient.zvector_existsUnique
```

```
'EOMGradient.eom_gradient' depends on axioms: [propext, Classical.choice, Quot.sound]
'EOMGradient.zvector_existsUnique' depends on axioms: [propext, Classical.choice, Quot.sound]
```

## How the lemmas follow the calculation

`total_derivative` is the chain rule for a scalar function along $x\mapsto(x,t(x))$. The path has velocity $(1,t')$. The step `hv` splits this into the $x$ direction plus a sum over amplitude directions, and linearity of the Fréchet derivative turns the split into partial derivatives.

`hasDerivAt_mul_of_zero` is what allows $R$ to be merely continuous. If $a(x_0)=0$ and $g$ is continuous at $x_0$, the difference quotient of $a\,g$ at $x_0$ is the difference quotient of $a$ times $g(x)$, so its limit is $a'g(x_0)$ even when $g$ has no derivative.

`hellmann_feynman` applies this to each term of

$$w(x)=w(x_0)+\sum_{i,j}[A_{ij}(x)-A_{ij}(x_0)]\,\frac{L_iR_j(x)}{L\cdot R(x)} .$$

The bracket vanishes at $x_0$ and the fraction is continuous there. In the proof, `hne` keeps the denominator away from zero, `hs` differentiates the sum, and `key` is the projected eigenvalue equation. The sum agrees with $w$ only near $x_0$, which is enough for `congr_of_eventuallyEq` to transfer the derivative.

`amplitude_response` compares two derivatives of each residual component along the path: zero, because the component vanishes near $x_0$, and the chain-rule expression. Uniqueness of the derivative equates them.

`gradient_with_response` inserts the chain rule for the matrix entries into the Hellmann–Feynman formula. Its `hsum` moves the sum over amplitudes outside $L(\cdots)R$ and produces $\xi\cdot t'$.

`eom_gradient` then carries out the elimination. The equation `e` is the response equation contracted with $z$; rewriting with `hz` replaces $zF_t$ by $-\xi$, and `linarith` exchanges $\xi\cdot t'$ for $z\cdot F_x$.

`zvector_existsUnique` multiplies by the inverse Jacobian on the right, once to exhibit the solution $-\xi J^{-1}$ and once to show that any solution equals it.

`eom_gradient_witness` returns to the two-state example. At $x=1$ it verifies the differentiability of $M$ and $F$, both families of equations, the left eigenvector, its normalisation and the equation for $z$, together with $M_x=0$. The two remaining hypotheses are immediate, since $t(x)=x$ is differentiable and $R$ is constant.
